# In a finite reversible chain without absorbing states, recording only the moves multiplies the detailed-balance weight by the leaving probability

Take two states, 0 and 1, with target probabilities \(\pi(0)=2/3\) and \(\pi(1)=1/3\). A Metropolis walker always proposes the other state. The move \(0\to1\) is accepted with probability \(1/2\), the move \(1\to0\) always. If rejected steps are not recorded, the record reads 0, 1, 0, 1, … and each state fills half of it, whatever the target was. The lost information is the waiting time: the walker leaves 0 with probability \(a(0)=1/2\) per step and leaves 1 with probability \(a(1)=1\). The products \(\pi(0)a(0)\) and \(\pi(1)a(1)\) are both \(1/3\), which after normalisation gives the observed halves.

## The invariant weight of the moves

Let \(S\) be a finite set of states and \(P(x,y)\) the probability of going from \(x\) to \(y\) in one step, with \(\sum_y P(x,y)=1\). Let \(\pi\) satisfy detailed balance, \(\pi(x)P(x,y)=\pi(y)P(y,x)\). The leaving probability is

\[ a(x)=\sum_{y\ne x}P(x,y)=1-P(x,x), \]

assumed positive for every \(x\): no state traps the walker. The chain of moves has \(Q(x,x)=0\) and \(Q(x,y)=P(x,y)/a(x)\) for \(y\ne x\). Hence \(a(x)Q(x,y)=P(x,y)\) off the diagonal. Summing over \(y\) gives \(a(x)\sum_yQ(x,y)=a(x)\), so the rows of \(Q\) sum to one. For \(x\ne y\),

\[ \pi(x)a(x)Q(x,y)=\pi(x)P(x,y)=\pi(y)P(y,x)=\pi(y)a(y)Q(y,x), \]

and for \(x=y\) both ends vanish. Summing over the initial state \(x\),

\[ \sum_x\pi(x)a(x)Q(x,y)=\pi(y)a(y)\sum_xQ(y,x)=\pi(y)a(y). \]

Thus \(\pi a\) is invariant under \(Q\). If \(\pi\) is a probability distribution, the normalised version is \(\pi(x)a(x)/\sum_z\pi(z)a(z)\).

For Metropolis sampling on a finite state space, this means that an unweighted average over accepted moves generally has the wrong target. Weighting each recorded state by its mean waiting time \(1/a(x)\) restores \(\pi\).

## When the target itself survives

If \(a\) is a constant \(c>0\), dividing the last identity by \(c\) shows that \(\pi\) is invariant. For positive \(\pi\) there is a sharper criterion: \(\pi\) is invariant under \(Q\) exactly when \(a(x)=a(y)\) for every allowed move \(x\to y\).

Suppose \(\pi\) is invariant under \(Q\), and consider

\[ D=\sum_{x,y}\pi(x)a(x)Q(x,y)\left(\frac1{a(x)}-\frac1{a(y)}\right)^2. \]

Write \(M=\sum_x\pi(x)/a(x)\) and expand the square. The three sums are

\[ \sum_x\frac{\pi(x)}{a(x)}\sum_yQ(x,y)=M, \]
\[ \sum_y\frac1{a(y)^2}\sum_x\pi(x)a(x)Q(x,y)=\sum_y\frac{\pi(y)a(y)}{a(y)^2}=M, \]
\[ \sum_y\frac1{a(y)}\sum_x\pi(x)Q(x,y)=\sum_y\frac{\pi(y)}{a(y)}=M. \]

They use, in turn, the row sums of \(Q\), the invariance of \(\pi a\) and the invariance of \(\pi\). The last sum enters with factor \(-2\), so \(D=M+M-2M=0\). No term of \(D\) is negative, so each vanishes, and \(a(x)=a(y)\) wherever \(Q(x,y)>0\).

Conversely, if \(a\) agrees across allowed moves, then

\[ a(y)\sum_x\pi(x)Q(x,y)=\sum_x\pi(x)a(x)Q(x,y)=\pi(y)a(y), \]

and division by \(a(y)\) gives invariance of \(\pi\). For \(x\ne y\), \(Q\) and \(P\) allow the same moves; for \(x=y\) the condition is trivial. If allowed moves connect all states, following a path carries the equality everywhere, and \(a\) must be constant.

Connectedness matters for that last step. Take four states in two separate pairs, with uniform \(\pi\). In one pair the walker switches partner with probability \(1/2\), in the other with probability 1. In both pairs \(Q\) simply switches partners, so the uniform distribution is invariant although \(a\) takes two values.

A neighbouring result follows from the same bookkeeping without detailed balance. If \(\pi\) is merely invariant under \(P\), then

\[ \sum_x\pi(x)a(x)Q(x,y)=\sum_{x\ne y}\pi(x)P(x,y)=\pi(y)-\pi(y)P(y,y)=\pi(y)a(y). \]

The Lean theorems below on stationary weights of `jumpChain` keep the reversible hypothesis.

## Chains and weights in Lean

The states form a type `S`, and a chain is a real function of two states, initial state first.

```lean
import Mathlib

open Finset

namespace MetropolisJumpChain

noncomputable section

variable {S : Type*}
```

Detailed balance is a condition on each pair of states. The weight `π` need not be normalised.

```lean
/-- Detailed balance: the probability flow from `x` to `y` under the weight `π` equals the
flow from `y` to `x`. -/
def DetailedBalance (π : S → ℝ) (P : S → S → ℝ) : Prop :=
  ∀ x y, π x * P x y = π y * P y x
```

Finiteness enters through `Fintype S`. `IsStochastic` collects the two properties of a transition matrix.

```lean
variable [Fintype S]

/-- A stochastic matrix: nonnegative transition probabilities with unit row sums. -/
structure IsStochastic (P : S → S → ℝ) : Prop where
  nonneg : ∀ x y, 0 ≤ P x y
  row_sum : ∀ x, ∑ y, P x y = 1
```

Stationarity is the weaker, summed condition.

```lean
/-- The weight `π` is left invariant by one step of the chain `P`. -/
def Stationary (π : S → ℝ) (P : S → S → ℝ) : Prop :=
  ∀ y, ∑ x, π x * P x y = π y
```

The passage from detailed balance to stationarity is the sum over initial states: `h x y` reverses each flow, then `hP.row_sum y` supplies the factor one.

```lean
/-- A weight in detailed balance with a stochastic matrix is stationary. -/
theorem stationary_of_detailedBalance {π : S → ℝ} {P : S → S → ℝ}
    (hP : IsStochastic P) (h : DetailedBalance π P) : Stationary π P := by
  intro y
  calc ∑ x, π x * P x y = ∑ x, π y * P y x := sum_congr rfl fun x _ => h x y
    _ = π y := by rw [← mul_sum, hP.row_sum y, mul_one]
```

## The quadratic form

The next theorem concerns any stochastic `Q` and any positive `π` and `a` for which `π a` is stationary; neither reversibility nor the origin of `Q` is used. In the forward direction, `h1`, `h2` and `h3` are the three evaluations of \(M\), `hsplit` expands the square, and `h0` states \(D=0\). The lemma `sum_eq_zero_iff_of_nonneg` is applied twice, once for each summation, to isolate a single term. Its prefactor is nonzero by `hw`, so the squared difference is zero. In the converse, `key` is the identity multiplied by `a y`; its proof treats forbidden and allowed moves separately.

```lean
/-- Let `π` and `a` be positive and let `π a` be stationary for a stochastic matrix `Q`.
Then `π` is stationary too exactly when `a` is unchanged by every allowed move of `Q`. -/
theorem stationary_iff_of_reweighted {π a : S → ℝ} {Q : S → S → ℝ}
    (hQ : IsStochastic Q) (hπ : ∀ x, 0 < π x) (ha : ∀ x, 0 < a x)
    (hst : Stationary (fun x => π x * a x) Q) :
    Stationary π Q ↔ ∀ x y, 0 < Q x y → a x = a y := by
  have hi : ∀ x, a x * (a x)⁻¹ = 1 := fun x => mul_inv_cancel₀ (ha x).ne'
  constructor
  · intro h x y hxy
    -- the three parts of the quadratic form are all equal
    have h1 : ∑ x, ∑ y, π x * a x * Q x y * (a x)⁻¹ ^ 2 = ∑ x, π x * (a x)⁻¹ := by
      refine sum_congr rfl fun x _ => ?_
      rw [← sum_mul, ← mul_sum, hQ.row_sum x]
      linear_combination (π x * (a x)⁻¹) * hi x
    have h2 : ∑ x, ∑ y, π x * a x * Q x y * (a y)⁻¹ ^ 2 = ∑ x, π x * (a x)⁻¹ := by
      rw [sum_comm]
      refine sum_congr rfl fun y _ => ?_
      have e : ∑ x, π x * a x * Q x y = π y * a y := hst y
      rw [← sum_mul, e]
      linear_combination (π y * (a y)⁻¹) * hi y
    have h3 : ∑ x, ∑ y, π x * a x * Q x y * ((a x)⁻¹ * (a y)⁻¹)
        = ∑ x, π x * (a x)⁻¹ := by
      rw [sum_comm]
      refine sum_congr rfl fun y _ => ?_
      have e : ∑ x, π x * Q x y = π y := h y
      calc ∑ x, π x * a x * Q x y * ((a x)⁻¹ * (a y)⁻¹)
          = ∑ x, π x * Q x y * (a y)⁻¹ := sum_congr rfl fun x _ => by
            linear_combination (π x * Q x y * (a y)⁻¹) * hi x
        _ = π y * (a y)⁻¹ := by rw [← sum_mul, e]
    have hsplit : ∑ x, ∑ y, π x * a x * Q x y * ((a x)⁻¹ - (a y)⁻¹) ^ 2
        = ∑ x, ∑ y, π x * a x * Q x y * (a x)⁻¹ ^ 2
          + ∑ x, ∑ y, π x * a x * Q x y * (a y)⁻¹ ^ 2
          - 2 * ∑ x, ∑ y, π x * a x * Q x y * ((a x)⁻¹ * (a y)⁻¹) := by
      simp only [mul_sum, ← sum_add_distrib, ← sum_sub_distrib]
      refine sum_congr rfl fun x _ => sum_congr rfl fun y _ => ?_
      ring
    have h0 : ∑ x, ∑ y, π x * a x * Q x y * ((a x)⁻¹ - (a y)⁻¹) ^ 2 = 0 := by
      rw [hsplit, h1, h2, h3]
      ring
    -- a vanishing sum of nonnegative terms vanishes term by term
    have hn : ∀ x y, 0 ≤ π x * a x * Q x y * ((a x)⁻¹ - (a y)⁻¹) ^ 2 := fun x y =>
      mul_nonneg (mul_nonneg (mul_pos (hπ x) (ha x)).le (hQ.nonneg x y)) (sq_nonneg _)
    have hn' : ∀ x ∈ (univ : Finset S),
        0 ≤ ∑ y, π x * a x * Q x y * ((a x)⁻¹ - (a y)⁻¹) ^ 2 :=
      fun x _ => sum_nonneg fun y _ => hn x y
    have hx : ∑ y, π x * a x * Q x y * ((a x)⁻¹ - (a y)⁻¹) ^ 2 = 0 :=
      (sum_eq_zero_iff_of_nonneg hn').1 h0 x (mem_univ x)
    have hy : π x * a x * Q x y * ((a x)⁻¹ - (a y)⁻¹) ^ 2 = 0 :=
      (sum_eq_zero_iff_of_nonneg (fun y _ => hn x y)).1 hx y (mem_univ y)
    have hw : π x * a x * Q x y ≠ 0 := (mul_pos (mul_pos (hπ x) (ha x)) hxy).ne'
    have hd : (a x)⁻¹ - (a y)⁻¹ = 0 :=
      (pow_eq_zero_iff two_ne_zero).1 ((mul_eq_zero.1 hy).resolve_left hw)
    exact inv_inj.1 (sub_eq_zero.1 hd)
  · intro h y
    have e : ∑ x, π x * a x * Q x y = π y * a y := hst y
    have key : (∑ x, π x * Q x y) * a y = π y * a y := by
      rw [sum_mul, ← e]
      refine sum_congr rfl fun x _ => ?_
      rcases (hQ.nonneg x y).eq_or_lt with h0 | h0
      · simp [← h0]
      · rw [h x y h0]
        ring
    exact mul_right_cancel₀ (ha y).ne' key
```

## Leaving probabilities and the chain of moves

`leaveProb P x` is \(a(x)\), and `jumpChain P` is \(Q\).

```lean
variable [DecidableEq S]

/-- The probability of leaving `x` in one step: the sum of `P x y` over all `y ≠ x`. -/
def leaveProb (P : S → S → ℝ) (x : S) : ℝ := ∑ y, if y = x then 0 else P x y

/-- Zero for `y = x`, and `P x y` divided by the leaving probability of `x` otherwise. For a
stochastic `P` with positive leaving probabilities, this is the chain that records only changes of
state. -/
def jumpChain (P : S → S → ℝ) (x y : S) : ℝ :=
  if y = x then 0 else P x y / leaveProb P x
```

Lean's division by zero would give a trapping state a row of zeros in `jumpChain`; the theorems on its stationarity rule this out by assuming positive leaving probabilities.

Splitting the full row sum into its diagonal and off-diagonal parts yields \(a(x)=1-P(x,x)\).

```lean
/-- For a stochastic matrix, the leaving probability is one minus the probability of
staying. -/
theorem leaveProb_eq {P : S → S → ℝ} (hP : IsStochastic P) (x : S) :
    leaveProb P x = 1 - P x x := by
  have h : ∑ y, P x y = leaveProb P x + P x x := by
    calc ∑ y, P x y
        = ∑ y, ((if y = x then 0 else P x y) + (if y = x then P x y else 0)) :=
          sum_congr rfl fun y _ => by split_ifs <;> simp
      _ = leaveProb P x + P x x := by
          rw [sum_add_distrib]
          simp [leaveProb]
  linarith [hP.row_sum x]
```

The identity \(a(x)Q(x,y)=P(x,y)\) off the diagonal then gives the row sums of \(Q\), after cancelling \(a(x)\).

```lean
/-- If `x` has nonzero leaving probability, that probability times the jump probability
is the original transition probability for `y ≠ x`, and zero for `y = x`. -/
theorem leaveProb_mul_jumpChain {P : S → S → ℝ} {x : S} (ha : leaveProb P x ≠ 0) (y : S) :
    leaveProb P x * jumpChain P x y = if y = x then 0 else P x y := by
  unfold jumpChain
  split_ifs
  · simp
  · field_simp

/-- If every state of a stochastic matrix is left with positive probability, the chain of
state changes is again stochastic. -/
theorem jumpChain_isStochastic {P : S → S → ℝ} (hP : IsStochastic P)
    (ha : ∀ x, 0 < leaveProb P x) : IsStochastic (jumpChain P) := by
  refine ⟨fun x y => ?_, fun x => ?_⟩
  · unfold jumpChain
    split_ifs
    · exact le_rfl
    · exact div_nonneg (hP.nonneg x y) (ha x).le
  · have h : leaveProb P x * ∑ y, jumpChain P x y = leaveProb P x * 1 := by
      rw [mul_sum, mul_one]
      exact sum_congr rfl fun y _ => leaveProb_mul_jumpChain (ha x).ne' y
    exact mul_left_cancel₀ (ha x).ne' h
```

The invariance of \(\pi a\) is obtained by checking detailed balance for `jumpChain P` and applying the summation lemma. Positivity of `π` is not needed here.

```lean
/-- For a stochastic matrix in detailed balance with `π` and with positive leaving
probabilities `a`, the chain of state changes leaves the weight `π a` invariant. -/
theorem jumpChain_stationary {π : S → ℝ} {P : S → S → ℝ} (hP : IsStochastic P)
    (hrev : DetailedBalance π P) (ha : ∀ x, 0 < leaveProb P x) :
    Stationary (fun x => π x * leaveProb P x) (jumpChain P) := by
  apply stationary_of_detailedBalance (jumpChain_isStochastic hP ha)
  -- off the diagonal the flow is that of the original chain
  intro x y
  show π x * leaveProb P x * jumpChain P x y = π y * leaveProb P y * jumpChain P y x
  rw [mul_assoc, mul_assoc, leaveProb_mul_jumpChain (ha x).ne',
    leaveProb_mul_jumpChain (ha y).ne']
  by_cases h : y = x
  · simp [h]
  · rw [if_neg h, if_neg (Ne.symm h)]
    exact hrev x y
```

## The criterion for invariance of π

The general criterion is now applied to `jumpChain P`. What remains is to translate between positive entries of `jumpChain P` and of `P`, with the diagonal case settled by `rw [e]`.

```lean
/-- For a stochastic matrix in detailed balance with positive `π` and with positive leaving
probabilities, the chain of state changes leaves `π` invariant exactly when any two states
joined by an allowed move have the same leaving probability. -/
theorem jumpChain_stationary_iff {π : S → ℝ} {P : S → S → ℝ} (hP : IsStochastic P)
    (hπ : ∀ x, 0 < π x) (hrev : DetailedBalance π P) (ha : ∀ x, 0 < leaveProb P x) :
    Stationary π (jumpChain P) ↔ ∀ x y, 0 < P x y → leaveProb P x = leaveProb P y := by
  rw [stationary_iff_of_reweighted (jumpChain_isStochastic hP ha) hπ ha
    (jumpChain_stationary hP hrev ha)]
  constructor
  · intro h x y hxy
    by_cases e : y = x
    · rw [e]
    · apply h x y
      unfold jumpChain
      rw [if_neg e]
      exact div_pos hxy (ha x)
  · intro h x y hxy
    by_cases e : y = x
    · rw [e]
    · apply h x y
      have hm := leaveProb_mul_jumpChain (ha x).ne' y
      rw [if_neg e] at hm
      rw [← hm]
      exact mul_pos (ha x) hxy
```

A common positive value `c` of the leaving probability satisfies the criterion at once.

```lean
/-- For a stochastic matrix in detailed balance with positive `π`, if all states have the
same positive leaving probability, the chain of state changes leaves `π` invariant. -/
theorem jumpChain_stationary_of_const {π : S → ℝ} {P : S → S → ℝ} (hP : IsStochastic P)
    (hπ : ∀ x, 0 < π x) (hrev : DetailedBalance π P) {c : ℝ} (hc : 0 < c)
    (ha : ∀ x, leaveProb P x = c) : Stationary π (jumpChain P) :=
  (jumpChain_stationary_iff hP hπ hrev fun x => by rw [ha x]; exact hc).2
    fun x y _ => by rw [ha x, ha y]
```

In the connected case, `Relation.ReflTransGen` says that a finite path of allowed moves, possibly of length zero, joins any two states. Induction on the path extends the equality one move at a time.

```lean
/-- Suppose in addition to detailed balance with positive `π` and positive leaving
probabilities that allowed moves of the stochastic matrix connect all states. Then the chain
of state changes leaves `π` invariant exactly when the leaving probability is constant. -/
theorem jumpChain_stationary_iff_const {π : S → ℝ} {P : S → S → ℝ} (hP : IsStochastic P)
    (hπ : ∀ x, 0 < π x) (hrev : DetailedBalance π P) (ha : ∀ x, 0 < leaveProb P x)
    (hconn : ∀ x y, Relation.ReflTransGen (fun u v => 0 < P u v) x y) :
    Stationary π (jumpChain P) ↔ ∀ x y, leaveProb P x = leaveProb P y := by
  rw [jumpChain_stationary_iff hP hπ hrev ha]
  constructor
  · intro h x y
    -- carry the equality along a path of allowed moves
    have hp := hconn x y
    induction hp with
    | refl => rfl
    | tail _ hbc ih => exact ih.trans (h _ _ hbc)
  · exact fun h x y _ => h x y
```

These statements cover finite state spaces and a given matrix `P`. They do not construct the Metropolis acceptance rule, treat continuous electron coordinates, or address convergence of sample averages.

## A walk between walls

On three sites 0, 1, 2, a step into a wall is rejected. The uniform distribution is in detailed balance, and the leaving probabilities are \(1/2,1,1/2\). The normalised weight \(\pi a\) is therefore \((1/4,1/2,1/4)\): omitting the rejected steps undercounts the ends.

```lean
/-- A walk on three sites in a row: each step goes left or right with probability one half,
and a step into a wall is rejected. -/
def walledWalk : Fin 3 → Fin 3 → ℝ :=
  ![![1 / 2, 1 / 2, 0], ![1 / 2, 0, 1 / 2], ![0, 1 / 2, 1 / 2]]
```

The theorem verifies the hypotheses entry by entry. If the uniform distribution were stationary for the moves, the criterion applied to the allowed move from 0 to 1 would force \(1/2=1\).

```lean
/-- The walk between walls is stochastic, in detailed balance with the uniform distribution,
and leaves every site with positive probability, but its chain of state changes does not
leave the uniform distribution invariant. -/
theorem walledWalk_witness :
    IsStochastic walledWalk ∧ DetailedBalance (fun _ => 1 / 3) walledWalk ∧
      (∀ x, 0 < leaveProb walledWalk x) ∧
      ¬ Stationary (fun _ => 1 / 3) (jumpChain walledWalk) := by
  have hS : IsStochastic walledWalk := by
    refine ⟨fun x y => ?_, fun x => ?_⟩
    · fin_cases x <;> fin_cases y <;> norm_num [walledWalk]
    · have h2 : ∀ a b c : ℝ, (![a, b, c] : Fin 3 → ℝ) 2 = c := fun _ _ _ => rfl
      fin_cases x <;> norm_num [walledWalk, Fin.sum_univ_three]
      · exact h2 (1 / 2) (1 / 2) 0
      · exact (congrArg (fun t : ℝ => 1 / 2 + t) (h2 (1 / 2) 0 (1 / 2))).trans (by norm_num)
      · exact (congrArg (fun t : ℝ => 1 / 2 + t) (h2 0 (1 / 2) (1 / 2))).trans (by norm_num)
  have hD : DetailedBalance (fun _ => 1 / 3) walledWalk := by
    intro x y
    fin_cases x <;> fin_cases y <;> norm_num [walledWalk]
  have hL : ∀ x, 0 < leaveProb walledWalk x := by
    intro x
    rw [leaveProb_eq hS]
    fin_cases x <;> norm_num [walledWalk]
  refine ⟨hS, hD, hL, fun h => ?_⟩
  -- the end site and the middle site have different leaving probabilities
  have h01 := (jumpChain_stationary_iff hS (fun _ => by norm_num) hD hL).1 h 0 1
    (by norm_num [walledWalk])
  rw [leaveProb_eq hS, leaveProb_eq hS] at h01
  norm_num [walledWalk] at h01

end

end MetropolisJumpChain
```

```lean
#print axioms MetropolisJumpChain.jumpChain_stationary_of_const
#print axioms MetropolisJumpChain.jumpChain_stationary_iff_const
```

```
'MetropolisJumpChain.jumpChain_stationary_of_const' depends on axioms: [propext, Classical.choice, Quot.sound]
'MetropolisJumpChain.jumpChain_stationary_iff_const' depends on axioms: [propext, Classical.choice, Quot.sound]
```
